# Creation operators obey exclusion in every superposition exactly when they anticommute

Let \(a_i\) be finitely many creation operators in a complex algebra. Then

\[
\Bigl(\sum_i c_i a_i\Bigr)^2=0\ \text{ for all complex } c_i
\quad\Longleftrightarrow\quad
a_i a_j+a_j a_i=0\ \text{ for all } i,j,
\]

where the case \(i=j\) is included and says that \(a_i^2=0\).

It is not enough that each \(a_i\) squares to zero. Take the raising matrix \(s\) and the Pauli matrix \(\sigma_z\),

\[
s=\begin{pmatrix}0&1\\0&0\end{pmatrix},\qquad
\sigma_z=\begin{pmatrix}1&0\\0&-1\end{pmatrix}.
\]

The hard-core boson operators \(b_0=s\otimes 1\) and \(b_1=1\otimes s\) each square to zero, but \((b_0+b_1)^2=2\,s\otimes s\neq0\). For the fermion operators \(f_0=s\otimes 1\) and \(f_1=\sigma_z\otimes s\), every combination \(x f_0+y f_1\) with complex \(x,y\) squares to zero.

## Orbital rotations and Jordan–Wigner signs

A determinant-based electronic-structure code can store the occupation of each spin orbital as one bit, and it can keep doing so after the orbitals have been rotated. For a finite set of modes, this is consistent because anticommutation survives any linear change of modes. A qubit code that leaves out the \(\sigma_z\) factors of the Jordan–Wigner mapping works with hard-core bosons instead: its bits still forbid double occupation of each site, but already on two sites they do not forbid it for a superposition of the sites.

The equivalence also turns exclusion into a finite test. For \(n\ge 1\) modes, the condition on infinitely many superpositions reduces to \(n(n+1)/2\) anticommutators, the diagonal ones among them.

## From mode anticommutators to the square of an orbital

Write \(a(c)=\sum_i c_i a_i\) for the creation operator of the orbital with amplitudes \(c_i\). For a second set of amplitudes \(d_i\),

\[
a(c)\,a(d)=\sum_{i,j}c_i d_j\,a_i a_j,\qquad
a(d)\,a(c)=\sum_{i,j}d_i c_j\,a_i a_j=\sum_{i,j}c_i d_j\,a_j a_i ,
\]

where the last step exchanges the names of the two indices. Adding the two products gives

\[
a(c)\,a(d)+a(d)\,a(c)=\sum_{i,j}c_i d_j\,(a_i a_j+a_j a_i).
\]

Suppose first that all mode anticommutators vanish. Setting \(d=c\) gives \(2\,a(c)^2=0\), and hence \(a(c)^2=0\).

Conversely, suppose that every \(a(c)\) squares to zero. Amplitude 1 on a single mode gives \(a_i^2=a_j^2=0\). Adding the amplitudes of modes \(i\) and \(j\) gives the operator \(a_i+a_j\), whose square also vanishes, so

\[
a_i a_j+a_j a_i=(a_i+a_j)^2-a_i^2-a_j^2=0 .
\]

This remains valid for \(i=j\), where the combined operator is \(2a_i\).

Now let \(a'_k=\sum_i U_{ki}a_i\) be new modes, with any complex matrix \(U\). Their anticommutators are

\[
a'_k a'_l+a'_l a'_k=\sum_{i,j}U_{ki}U_{lj}\,(a_i a_j+a_j a_i)=0,
\]

so exclusion carries over to the new modes and to all their superpositions. \(U\) need not be unitary or even square.

If the operators commute, anticommutation becomes \(2a_i a_j=0\). Commuting operators therefore obey exclusion in every orbital exactly when all products \(a_i a_j\) vanish, which leaves no state with two particles created by them.

## Two sites with and without the sign factor

Kronecker products multiply factor by factor: \((P\otimes Q)(R\otimes T)=PR\otimes QT\). Direct multiplication gives

\[
s^2=0,\qquad s\sigma_z=-s,\qquad \sigma_z s=s .
\]

For the hard-core bosons, \(b_0^2=s^2\otimes1=0\), \(b_1^2=1\otimes s^2=0\) and \(b_0b_1=b_1b_0=s\otimes s\). Hence

\[
(c_0b_0+c_1b_1)^2=2c_0c_1\,(s\otimes s).
\]

The matrix \(s\otimes s\) has the entry 1 that takes the empty state to the state with both sites occupied. The square therefore vanishes exactly when \(c_0=0\) or \(c_1=0\). For the normalised orbital \((b_0+b_1)/\sqrt2\), the square is \(s\otimes s\).

For the fermions, \(f_0^2=s^2\otimes1=0\) and \(f_1^2=\sigma_z^2\otimes s^2=0\), while

\[
f_0f_1=s\sigma_z\otimes s=-\,s\otimes s,\qquad
f_1f_0=\sigma_z s\otimes s=s\otimes s .
\]

The two products cancel in the anticommutator, so every combination of \(f_0\) and \(f_1\) squares to zero.

The same pair shows what fails if commutativity is dropped from the criterion for commuting operators: \(f_0\) and \(f_1\) obey exclusion in every orbital, yet \(f_0f_1\neq0\).

## Lean source for the equivalence and the two-site pair

```lean
import Mathlib

open Matrix
open scoped Kronecker

namespace BasisIndependentExclusion

noncomputable section

/-- The creation operator of the superposition of modes `a i` with complex amplitudes `c i`. -/
def orbital {A ι : Type*} [Ring A] [Algebra ℂ A] [Fintype ι] (a : ι → A) (c : ι → ℂ) : A :=
  ∑ i, c i • a i

/-- Exclusion in every orbital: the creation operator of each superposition of the modes
squares to zero. -/
def Exclusion {A ι : Type*} [Ring A] [Algebra ℂ A] [Fintype ι] (a : ι → A) : Prop :=
  ∀ c : ι → ℂ, orbital a c * orbital a c = 0

section General

variable {A ι κ : Type*} [Ring A] [Algebra ℂ A] [Fintype ι] [Fintype κ]

/-- The anticommutator of two orbital operators is the bilinear combination of the
anticommutators of the modes. -/
theorem orbital_anticommutator (a : ι → A) (c d : ι → ℂ) :
    orbital a c * orbital a d + orbital a d * orbital a c
      = ∑ i, ∑ j, (c i * d j) • (a i * a j + a j * a i) := by
  have h1 : orbital a c * orbital a d = ∑ i, ∑ j, (c i * d j) • (a i * a j) := by
    simp only [orbital, Finset.sum_mul_sum, smul_mul_smul_comm]
  have h2 : orbital a d * orbital a c = ∑ i, ∑ j, (c i * d j) • (a j * a i) := by
    simp only [orbital, Finset.sum_mul_sum, smul_mul_smul_comm]
    -- exchange the two summation indices
    refine Finset.sum_comm.trans ?_
    refine Finset.sum_congr rfl fun i _ => Finset.sum_congr rfl fun j _ => ?_
    rw [mul_comm (d j) (c i)]
  rw [h1, h2]
  simp only [smul_add, Finset.sum_add_distrib]

/-- Exclusion holds in every orbital if and only if the creation operators of the modes
anticommute. -/
theorem exclusion_iff_anticommute (a : ι → A) :
    Exclusion a ↔ ∀ i j, a i * a j + a j * a i = 0 := by
  classical
  constructor
  · intro h i j
    have single : ∀ k, orbital a (Pi.single k 1) = a k := by
      intro k
      simp [orbital, Pi.single_apply, ite_smul]
    have pair : orbital a (Pi.single i 1 + Pi.single j 1) = a i + a j := by
      rw [← single i, ← single j]
      simp only [orbital, Pi.add_apply, add_smul, Finset.sum_add_distrib]
    have hi := h (Pi.single i 1)
    have hj := h (Pi.single j 1)
    have hij := h (Pi.single i 1 + Pi.single j 1)
    rw [single] at hi hj
    rw [pair] at hij
    -- the cross terms of the square are the anticommutator
    calc a i * a j + a j * a i
        = (a i + a j) * (a i + a j) - a i * a i - a j * a j := by noncomm_ring
      _ = 0 := by rw [hij, hi, hj]; simp
  · intro h c
    have h2 : orbital a c * orbital a c + orbital a c * orbital a c = 0 := by
      rw [orbital_anticommutator]
      simp only [h, smul_zero, Finset.sum_const_zero]
    calc orbital a c * orbital a c
        = (1 / 2 : ℂ) • (orbital a c * orbital a c + orbital a c * orbital a c) := by module
      _ = 0 := by rw [h2, smul_zero]

/-- Exclusion in every orbital is preserved by any linear change of modes. -/
theorem exclusion_change_of_modes (a : ι → A) (h : Exclusion a) (U : Matrix κ ι ℂ) :
    Exclusion (fun k => orbital a (U k)) := by
  rw [exclusion_iff_anticommute] at h ⊢
  intro k l
  rw [orbital_anticommutator]
  simp only [h, smul_zero, Finset.sum_const_zero]

/-- Commuting creation operators obey exclusion in every orbital if and only if every product of two
of them vanishes. -/
theorem commuting_exclusion_iff (a : ι → A) (comm : ∀ i j, a i * a j = a j * a i) :
    Exclusion a ↔ ∀ i j, a i * a j = 0 := by
  rw [exclusion_iff_anticommute]
  constructor
  · intro h i j
    have hij := h i j
    rw [← comm i j] at hij
    calc a i * a j = (1 / 2 : ℂ) • (a i * a j + a i * a j) := by module
      _ = 0 := by rw [hij, smul_zero]
  · intro h i j
    rw [h i j, h j i, add_zero]

end General

/-- The raising matrix `s` of a single two-level site. -/
def raising : Matrix (Fin 2) (Fin 2) ℂ := !![0, 1; 0, 0]

/-- The Pauli matrix `σ_z`. -/
def sigmaZ : Matrix (Fin 2) (Fin 2) ℂ := !![1, 0; 0, -1]

/-- The hard-core boson operators `s ⊗ 1` and `1 ⊗ s` on two sites. -/
def boson : Fin 2 → Matrix (Fin 2 × Fin 2) (Fin 2 × Fin 2) ℂ :=
  ![raising ⊗ₖ (1 : Matrix (Fin 2) (Fin 2) ℂ), (1 : Matrix (Fin 2) (Fin 2) ℂ) ⊗ₖ raising]

/-- The fermion operators `s ⊗ 1` and `σ_z ⊗ s` on two sites. -/
def fermion : Fin 2 → Matrix (Fin 2 × Fin 2) (Fin 2 × Fin 2) ℂ :=
  ![raising ⊗ₖ (1 : Matrix (Fin 2) (Fin 2) ℂ), sigmaZ ⊗ₖ raising]

/-- A single site cannot be raised twice, and `s` anticommutes with `σ_z`. -/
theorem raising_relations :
    raising * raising = 0 ∧ raising * sigmaZ + sigmaZ * raising = 0 := by
  constructor <;> ext i j <;> fin_cases i <;> fin_cases j <;>
    simp [raising, sigmaZ, Matrix.mul_apply, Fin.sum_univ_two]

/-- The square of a hard-core boson orbital is `2 c₀ c₁` times the operator `s ⊗ s` that
raises both sites. -/
theorem boson_orbital_sq (c : Fin 2 → ℂ) :
    orbital boson c * orbital boson c = (2 * c 0 * c 1) • (raising ⊗ₖ raising) := by
  have h00 : boson 0 * boson 0 = 0 := by
    change (raising ⊗ₖ 1) * (raising ⊗ₖ 1) = 0
    rw [← Matrix.mul_kronecker_mul, raising_relations.1, Matrix.zero_kronecker]
  have h11 : boson 1 * boson 1 = 0 := by
    change (1 ⊗ₖ raising) * (1 ⊗ₖ raising) = 0
    rw [← Matrix.mul_kronecker_mul, raising_relations.1, Matrix.kronecker_zero]
  have h01 : boson 0 * boson 1 = raising ⊗ₖ raising := by
    change (raising ⊗ₖ 1) * (1 ⊗ₖ raising) = _
    rw [← Matrix.mul_kronecker_mul, mul_one, one_mul]
  have h10 : boson 1 * boson 0 = raising ⊗ₖ raising := by
    change (1 ⊗ₖ raising) * (raising ⊗ₖ 1) = _
    rw [← Matrix.mul_kronecker_mul, mul_one, one_mul]
  -- only the two equal cross terms survive
  simp only [orbital, Fin.sum_univ_two, add_mul, mul_add, smul_mul_smul_comm,
    h00, h11, h01, h10, smul_zero]
  module

/-- A hard-core boson orbital squares to zero exactly when one of its two site amplitudes
vanishes. -/
theorem boson_orbital_sq_eq_zero_iff (c : Fin 2 → ℂ) :
    orbital boson c * orbital boson c = 0 ↔ c 0 = 0 ∨ c 1 = 0 := by
  rw [boson_orbital_sq]
  constructor
  · intro h
    have entry := congrFun (congrFun h (0, 0)) (1, 1)
    simpa [raising, Matrix.kroneckerMap_apply] using entry
  · rintro (h | h) <;> simp [h]

/-- The two fermion operators obey exclusion in every orbital, while their product is not
zero. -/
theorem fermion_exclusion : Exclusion fermion ∧ fermion 0 * fermion 1 ≠ 0 := by
  have h00 : fermion 0 * fermion 0 = 0 := by
    change (raising ⊗ₖ 1) * (raising ⊗ₖ 1) = 0
    rw [← Matrix.mul_kronecker_mul, raising_relations.1, Matrix.zero_kronecker]
  have h11 : fermion 1 * fermion 1 = 0 := by
    change (sigmaZ ⊗ₖ raising) * (sigmaZ ⊗ₖ raising) = 0
    rw [← Matrix.mul_kronecker_mul, raising_relations.1, Matrix.kronecker_zero]
  -- the factor `σ_z` supplies the fermionic sign
  have h01 : fermion 0 * fermion 1 + fermion 1 * fermion 0 = 0 := by
    change (raising ⊗ₖ 1) * (sigmaZ ⊗ₖ raising) + (sigmaZ ⊗ₖ raising) * (raising ⊗ₖ 1) = 0
    rw [← Matrix.mul_kronecker_mul, ← Matrix.mul_kronecker_mul, one_mul, mul_one,
      ← Matrix.add_kronecker, raising_relations.2, Matrix.zero_kronecker]
  constructor
  · rw [exclusion_iff_anticommute]
    refine Fin.forall_fin_two.2 ⟨Fin.forall_fin_two.2 ⟨?_, h01⟩, Fin.forall_fin_two.2 ⟨?_, ?_⟩⟩
    · rw [h00, add_zero]
    · rw [add_comm, h01]
    · rw [h11, add_zero]
  · intro h
    change (raising ⊗ₖ 1) * (sigmaZ ⊗ₖ raising) = 0 at h
    rw [← Matrix.mul_kronecker_mul, one_mul] at h
    have entry := congrFun (congrFun h (0, 0)) (1, 1)
    simp [raising, sigmaZ, Matrix.kroneckerMap_apply] at entry

/-- Both hard-core boson operators square to zero but their sum does not, whereas every complex
combination of the two fermion operators squares to zero. -/
theorem hardcore_boson_versus_fermion :
    (∀ i, boson i * boson i = 0) ∧
    (boson 0 + boson 1) * (boson 0 + boson 1) ≠ 0 ∧
    ∀ x y : ℂ, (x • fermion 0 + y • fermion 1) * (x • fermion 0 + y • fermion 1) = 0 := by
  refine ⟨Fin.forall_fin_two.2 ⟨?_, ?_⟩, ?_, ?_⟩
  · have h := (boson_orbital_sq_eq_zero_iff ![1, 0]).2 (Or.inr rfl)
    simpa [orbital, Fin.sum_univ_two] using h
  · have h := (boson_orbital_sq_eq_zero_iff ![0, 1]).2 (Or.inl rfl)
    simpa [orbital, Fin.sum_univ_two] using h
  · intro h
    have hsum : orbital boson (fun _ => 1) = boson 0 + boson 1 := by
      simp only [orbital, Fin.sum_univ_two, one_smul]
    rw [← hsum, boson_orbital_sq_eq_zero_iff] at h
    rcases h with h | h <;> exact one_ne_zero h
  · intro x y
    have h := fermion_exclusion.1 ![x, y]
    simpa only [orbital, Fin.sum_univ_two, Matrix.cons_val_zero, Matrix.cons_val_one] using h

end

end BasisIndependentExclusion
```

```lean
#print axioms BasisIndependentExclusion.exclusion_iff_anticommute
#print axioms BasisIndependentExclusion.exclusion_change_of_modes
#print axioms BasisIndependentExclusion.commuting_exclusion_iff
#print axioms BasisIndependentExclusion.hardcore_boson_versus_fermion
```

```
'BasisIndependentExclusion.exclusion_iff_anticommute' depends on axioms: [propext, Classical.choice, Quot.sound]
'BasisIndependentExclusion.exclusion_change_of_modes' depends on axioms: [propext, Classical.choice, Quot.sound]
'BasisIndependentExclusion.commuting_exclusion_iff' depends on axioms: [propext, Classical.choice, Quot.sound]
'BasisIndependentExclusion.hardcore_boson_versus_fermion' depends on axioms: [propext, Classical.choice, Quot.sound]
```

## Exclusion as an algebraic condition on finitely many modes

**Objects and conventions.** The type `A` is any ring with a complex algebra structure; it holds the operators. The finite type `ι` labels the modes, and `a : ι → A` assigns a creation operator to each label. If the modes are electronic, a label stands for a spin orbital. `orbital a c` is \(a(c)\), with no normalisation imposed on the amplitudes, and `Exclusion a` says that \(a(c)^2=0\) for every choice of them.

In `exclusion_change_of_modes`, row `U k` contains the amplitudes of new mode `k`. A code that stores orbital coefficients in columns has to pass the transpose.

In the two-site model, index 1 of each `Fin 2` factor is the empty state and index 0 the occupied one, since `raising` takes the former to the latter. With this ordering `sigmaZ` is \(+1\) on an occupied site and \(-1\) on an empty one. A code that uses the opposite sign changes `fermion 1` by an overall factor of \(-1\), which affects neither its square nor the vanishing of the anticommutator.

**What is established.** `exclusion_iff_anticommute` is the general equivalence, and `commuting_exclusion_iff` is the criterion under the hypothesis `comm` that the modes commute. `boson_orbital_sq` gives the square of a hard-core boson orbital for all amplitudes, and `boson_orbital_sq_eq_zero_iff` says when it vanishes. `fermion_exclusion` adds to exclusion the fact that `fermion 0 * fermion 1` is non-zero, so the fermionic result does not come from an absent two-particle state. The final theorem, `hardcore_boson_versus_fermion`, states the contrast directly: both boson operators square to zero, their sum does not, and every complex combination of the fermion operators does.

**How the proof follows the algebra.** `orbital_anticommutator` expands both products as double sums and uses `Finset.sum_comm` to exchange the indices in the second. In `exclusion_iff_anticommute`, the local facts `single` and `pair` identify the operators for one amplitude and for the sum of two. The tactic `noncomm_ring` then checks the expansion of \((a_i+a_j)^2\) without reordering factors. For the converse, `module` writes the square as half of twice itself, which is the division by 2 in the derivation. The results on changes of modes and on commuting operators reduce to this equivalence.

For the matrices, `raising_relations` checks \(s^2=0\) and \(s\sigma_z+\sigma_zs=0\) entry by entry. The four boson products and the fermion relations then follow from `Matrix.mul_kronecker_mul`, the factor-by-factor rule. To show that an operator is non-zero, the proofs read the entry in row `(0, 0)` and column `(1, 1)`, the amplitude from the empty state to the doubly occupied one. The final theorem inserts particular amplitudes: `![1, 0]` and `![0, 1]` for the single sites, the constant 1 for the boson sum, and `![x, y]` for the fermions.

**Limits.** Only products of creation operators occur. There are no adjoints, so the relation \(a_i a_j^\dagger+a_j^\dagger a_i=\delta_{ij}\), which a full fermionic algebra also requires, is neither assumed nor proved. Anticommuting creation operators in the general theorem may even be zero. The explicit matrices cover two sites and not the Jordan–Wigner mapping for a longer chain, and the general theorems cover finitely many modes.

The Pauli principle enters as the condition `Exclusion`; that electrons satisfy it is physical input and is not derived from their spin. The equalities are exact, so a code in floating-point arithmetic may need a tolerance when rounding errors enter the anticommutator that it compares with zero.
